# The spin Hall current from a thin film into a perfect sink vanishes at least as fast as the square of the thickness

A film of thickness `t` carries a constant spin Hall source `J0`, and its spin accumulation obeys the one-dimensional steady diffusion equation with diffusion length `l`, no spin current at the free surface and zero accumulation at the perfect sink on the other side. The theorem `sink_current_thin` states that, as `t` tends to zero from above with `l` and `J0` fixed, the spin current entering the sink, divided by `t ^ 2`, tends to `J0 / (2 * l ^ 2)`. The current is written in units where it is `J0` minus the gradient of the accumulation. The proof takes the sink current `J0 * (1 - 1 / cosh (t / l))` from an earlier theorem and turns it by a half-angle identity into `2 * J0 * sinh (t / (2 * l)) ^ 2 / cosh (t / l)`. The limit then follows from the slope of `sinh` at zero and from `cosh (t / l)` tending to 1.

Lean 4 with Mathlib refuses this proof:

```lean
import Mathlib

open Set Filter Topology

namespace SinkCurrentThin

/-- The spin accumulation `D`, with gradient `G`, in a film `[0, t]` of thickness `t > 0` and
spin diffusion length `l > 0`: it obeys `D'' = D / l ^ 2`, has gradient `J0` at the free
surface `0`, and vanishes at the perfect sink `t`. -/
structure SpinAccumulation (t l J0 : ℝ) (D G : ℝ → ℝ) : Prop where
  thickness_pos : 0 < t
  length_pos : 0 < l
  gradient : ∀ x ∈ Icc 0 t, HasDerivWithinAt D (G x) (Icc 0 t) x
  diffusion : ∀ x ∈ Icc 0 t, HasDerivWithinAt G (D x / l ^ 2) (Icc 0 t) x
  free_surface : G 0 = J0
  sink : D t = 0

/-- The spin current at depth `x`: the spin Hall source `J0` minus the gradient `G` of the
spin accumulation. -/
def spinCurrent (J0 : ℝ) (G : ℝ → ℝ) (x : ℝ) : ℝ := J0 - G x

/-- For every reference depth `a`, a hyperbolic combination of the accumulation and its
gradient has the same value at each depth `x` of the film as at the sink. -/
theorem first_integral {t l J0 : ℝ} {D G : ℝ → ℝ} (h : SpinAccumulation t l J0 D G)
    (a : ℝ) {x : ℝ} (hx : x ∈ Icc 0 t) :
    G x * Real.cosh ((x - a) / l) - D x * (Real.sinh ((x - a) / l) / l)
      = G t * Real.cosh ((t - a) / l) := by
  -- the diffusion equation makes the derivative of the combination vanish
  have hd : ∀ y ∈ Icc 0 t, HasDerivWithinAt
      (fun y => G y * Real.cosh ((y - a) / l) - D y * (Real.sinh ((y - a) / l) / l))
      0 (Icc 0 t) y := by
    intro y hy
    have hu : HasDerivAt (fun y => (y - a) / l) (1 / l) y :=
      ((hasDerivAt_id' y).sub_const a).div_const l
    have hc := hu.cosh.hasDerivWithinAt (s := Icc 0 t)
    have hs := (hu.sinh.div_const l).hasDerivWithinAt (s := Icc 0 t)
    refine (((h.diffusion y hy).fun_mul hc).fun_sub
      ((h.gradient y hy).fun_mul hs)).congr_deriv ?_
    ring
  have hc := constant_of_derivWithin_zero
    (fun y hy => (hd y hy).differentiableWithinAt)
    (fun y hy => (hd y (Ico_subset_Icc_self hy)).derivWithin
      (uniqueDiffOn_Icc h.thickness_pos y (Ico_subset_Icc_self hy)))
  have e : G x * Real.cosh ((x - a) / l) - D x * (Real.sinh ((x - a) / l) / l)
      = G t * Real.cosh ((t - a) / l) - D t * (Real.sinh ((t - a) / l) / l) :=
    (hc x hx).trans (hc t ⟨h.thickness_pos.le, le_rfl⟩).symm
  rw [e, h.sink]
  ring

/-- The spin current at every depth `x` of the film is
`J0 (1 - cosh ((t - x) / l) / cosh (t / l))`. -/
theorem spinCurrent_profile {t l J0 : ℝ} {D G : ℝ → ℝ} (h : SpinAccumulation t l J0 D G)
    {x : ℝ} (hx : x ∈ Icc 0 t) :
    spinCurrent J0 G x = J0 * (1 - Real.cosh ((t - x) / l) / Real.cosh (t / l)) := by
  -- compare the sink with the free surface, then with the depth `x`
  have e0 := first_integral h 0 (x := 0) ⟨le_rfl, h.thickness_pos.le⟩
  have ex := first_integral h x hx
  simp only [sub_zero, zero_div, Real.cosh_zero, Real.sinh_zero, mul_one, mul_zero,
    h.free_surface] at e0
  simp only [sub_self, zero_div, Real.cosh_zero, Real.sinh_zero, mul_one, mul_zero,
    sub_zero] at ex
  have hq : Real.cosh ((t - x) / l) / Real.cosh (t / l) * Real.cosh (t / l)
      = Real.cosh ((t - x) / l) := div_mul_cancel₀ _ (Real.cosh_pos _).ne'
  unfold spinCurrent
  rw [ex, e0]
  linear_combination G t * hq

/-- The spin current entering the perfect sink is `J0 (1 - 1 / cosh (t / l))`. -/
theorem sink_current {t l J0 : ℝ} {D G : ℝ → ℝ} (h : SpinAccumulation t l J0 D G) :
    spinCurrent J0 G t = J0 * (1 - 1 / Real.cosh (t / l)) := by
  rw [spinCurrent_profile h ⟨h.thickness_pos.le, le_rfl⟩, sub_self, zero_div,
    Real.cosh_zero]

/-- As the thickness `t` shrinks to zero at fixed diffusion length and source, the sink
current divided by `t ^ 2` tends to `J0 / (2 l ^ 2)`. -/
theorem sink_current_thin {l J0 : ℝ} {D G : ℝ → ℝ → ℝ}
    (h : ∀ t, 0 < t → SpinAccumulation t l J0 (D t) (G t)) :
    Tendsto (fun t => spinCurrent J0 (G t) t / t ^ 2) (𝓝[>] 0) (𝓝 (J0 / (2 * l ^ 2))) := by
  -- the slope of `sinh (t / (2 l))` at zero thickness
  have hd : HasDerivAt (fun t => Real.sinh (t / (2 * l))) (1 / (2 * l)) 0 :=
    ((hasDerivAt_id' (0 : ℝ)).div_const (2 * l)).sinh.congr_deriv (by simp)
  have hs := hd.tendsto_slope_zero.mono_left
    (nhdsWithin_mono 0 (fun t (ht : t ∈ Ioi (0 : ℝ)) => (mem_Ioi.1 ht).ne'))
  have hcosh : Tendsto (fun t => Real.cosh (t / l)) (𝓝[>] 0) (𝓝 1) := by
    have hc : Continuous (fun t : ℝ => Real.cosh (t / l)) :=
      Real.continuous_cosh.comp (continuous_id.div_const l)
    have h0 := (hc.tendsto 0).mono_left (nhdsWithin_le_nhds (s := Ioi 0))
    simpa using h0
  have lim := ((hs.pow 2).const_mul (2 * J0)).div hcosh one_ne_zero
  have e : 2 * J0 * (1 / (2 * l)) ^ 2 / 1 = J0 / (2 * l ^ 2) := by ring
  rw [e] at lim
  refine lim.congr' ?_
  filter_upwards [self_mem_nhdsWithin] with t ht
  -- half-angle identity: `cosh u - 1 = 2 sinh (u / 2) ^ 2`
  have hhalf : Real.cosh (t / l) = 2 * Real.sinh (t / (2 * l)) ^ 2 + 1 := by
    have e2 : t / l = 2 * (t / (2 * l)) := by ring
    rw [e2, Real.cosh_two_mul, Real.cosh_sq]
    ring
  have hC : Real.cosh (t / l) ≠ 0 := (Real.cosh_pos _).ne'
  have h1 : 1 - 1 / Real.cosh (t / l)
      = 2 * Real.sinh (t / (2 * l)) ^ 2 / Real.cosh (t / l) := by
    rw [eq_div_iff hC, sub_mul, one_div_mul_cancel hC]
    linarith
  rw [sink_current (h t ht), h1]
  simp only [zero_add, zero_div, Real.sinh_zero, sub_zero, smul_eq_mul]
  ring

end SinkCurrentThin
```

Compiling this gives:

```
Try this:
  [apply] ring_nf
  
  The `ring` tactic failed to close the goal. Use `ring_nf` to obtain a normal form.
    
  Note that `ring` works primarily in *commutative* rings. If you have a noncommutative ring, abelian group or module, consider using `noncomm_ring`, `abel` or `module` instead.
Main.lean:78:89: error: unsolved goals
l J0 : ℝ
D G : ℝ → ℝ → ℝ
h : ∀ (t : ℝ), 0 < t → SpinAccumulation t l J0 (D t) (G t)
hd : HasDerivAt (fun t => Real.sinh (t / (2 * l))) (1 / (2 * l)) 0
hs : Tendsto (fun t => t⁻¹ • (Real.sinh ((0 + t) / (2 * l)) - Real.sinh (0 / (2 * l)))) (𝓝[Ioi 0] 0) (𝓝 (1 / (2 * l)))
hcosh : Tendsto (fun t => Real.cosh (t / l)) (𝓝[>] 0) (𝓝 1)
lim :
  Tendsto
    ((fun x => 2 * J0 * (x⁻¹ • (Real.sinh ((0 + x) / (2 * l)) - Real.sinh (0 / (2 * l)))) ^ 2) / fun t =>
      Real.cosh (t / l))
    (𝓝[Ioi 0] 0) (𝓝 (J0 / (2 * l ^ 2)))
e : 2 * J0 * (1 / (2 * l)) ^ 2 / 1 = J0 / (2 * l ^ 2)
t : ℝ
ht : t ∈ Ioi 0
hhalf : Real.cosh (t / l) = 2 * Real.sinh (t / (2 * l)) ^ 2 + 1
hC : Real.cosh (t / l) ≠ 0
h1 : 1 - 1 / Real.cosh (t / l) = 2 * Real.sinh (t / (2 * l)) ^ 2 / Real.cosh (t / l)
⊢ ((fun x => J0 * x⁻¹ ^ 2 * Real.sinh (x * l⁻¹ * (1 / 2)) ^ 2 * 2) / fun t => Real.cosh (l⁻¹ * t)) t =
    J0 * Real.sinh (l⁻¹ * t * (1 / 2)) ^ 2 * (Real.cosh (l⁻¹ * t))⁻¹ * t⁻¹ ^ 2 * 2
```

What went wrong. The error is an unsolved goal left by the last `ring`, which could not close it and only brought it to a normal form. The limit `lim` was built with `.div`, which states it for a quotient of two functions, `(fun x => ...) / fun t => ...`. After `refine lim.congr' ?_` and `filter_upwards`, the left side of the goal is therefore that quotient function applied to `t`, not a quotient of two real numbers. The `simp only` list had no lemma to evaluate it. `ring` does not unfold division of functions, so it took the whole application as one opaque term and could not match it with the `sinh` and `cosh` factors on the right.

The repair adds `Pi.div_apply`, which says that `(f / g) t` is `f t / g t`. With it `simp only` puts `t` into both functions and leaves an ordinary quotient of real numbers, and `ring` then proves the equality.

The mended proof, as a diff:

```diff
@@ -103,5 +103,5 @@
     linarith
   rw [sink_current (h t ht), h1]
-  simp only [zero_add, zero_div, Real.sinh_zero, sub_zero, smul_eq_mul]
+  simp only [Pi.div_apply, zero_add, zero_div, Real.sinh_zero, sub_zero, smul_eq_mul]
   ring
 
```
